# Averaging over half turns keeps every singlet of 2n spins one half, and for four spins keeps other states too

In an exact-diagonalisation code for $2n$ spins one half, a trial vector $v$ can be filtered towards total spin zero in one pass. For each configuration $s$ with $m$ down spins, set the amplitude to zero if $m-n$ is odd; otherwise replace it by $\tfrac12\big(v(s)+(-1)^n v(\bar s)\big)$, where $\bar s$ has every spin flipped and both amplitudes are the values before the pass. In code this takes a bit count and a bit complement.

The pass applies the operator

$$P=\tfrac14\Big(1+\sum_{a=x,y,z}h_a\Big),\qquad h_a=(-1)^n\,\sigma_a^{\otimes 2n}.$$

Indeed, $h_z$ multiplies $v(s)$ by $(-1)^{n+m}$, while $h_x$ and $h_y$ give $(-1)^n v(\bar s)$ and $(-1)^m v(\bar s)$. This translation into bit operations is a calculation by hand; the theorems concern $P$ itself.

For $n\ge1$, $P$ is an orthogonal projector of rank $4^{n-1}$ that leaves singlets unchanged. For $n\ge2$ it also keeps states that are not singlets (the Lean proof covers even $n$, a count by hand the rest), so in this pure spin model, without orbitals, a filtered vector may still need a test of its total spin.

## Spins, singlets and half turns

```lean
import Mathlib

open Matrix

namespace FiniteGroupSpinProjection

noncomputable section
```

A configuration assigns 0 (up) or 1 (down) to each of $N$ sites. A state is a complex function on configurations, and an operator is a matrix indexed by them.

```lean
/-- Assignments of up (0) or down (1) to each of `N` spins. -/
abbrev Config (N : ℕ) := Fin N → Fin 2
```

The axes $x,y,z$ are numbered 0, 1, 2.

```lean
/-- The Pauli matrices, with 0, 1, 2 standing for x, y, z. -/
def pauli : Fin 3 → Matrix (Fin 2) (Fin 2) ℂ :=
  ![!![0, 1; 1, 0], !![0, -Complex.I; Complex.I, 0], !![1, 0; 0, -1]]
```

A tensor product of one-site matrices has entries $\prod_i F_i(s_i,t_i)$.

```lean
/-- The tensor product of one-spin operators, one for each site. -/
def tensor {N : ℕ} (F : Fin N → Matrix (Fin 2) (Fin 2) ℂ) :
    Matrix (Config N) (Config N) ℂ :=
  of fun s t => ∏ i, F i (s i) (t i)
```

In units of $\hbar$, the total spin is $S_a=\tfrac12\sum_i\sigma_a^{(i)}$. Each term has $\sigma_a$ at site $i$ and the identity elsewhere.

```lean
/-- The component of the total spin along axis `a`, in units of ℏ. -/
def totalSpin (N : ℕ) (a : Fin 3) : Matrix (Config N) (Config N) ℂ :=
  (1 / 2 : ℂ) • ∑ i, tensor (Function.update (fun _ => 1) i (pauli a))
```

Singlets are the states with $S_xv=S_yv=S_zv=0$, the intersection of three kernels.

```lean
/-- The singlet space: states annihilated by all components of the total spin. -/
def singletSpace (N : ℕ) : Submodule ℂ (Config N → ℂ) :=
  ⨅ a, LinearMap.ker (totalSpin N a).mulVecLin
```

A rotation by $\pi$ about axis $a$ is $e^{-i\pi S_a}=(-i\sigma_a)^{\otimes 2n}=(-1)^n\sigma_a^{\otimes 2n}$, which is $h_a$.

```lean
/-- The operator `(-1)^n σ_a ⊗ ... ⊗ σ_a` on `2n` spins. -/
def halfTurn (n : ℕ) (a : Fin 3) : Matrix (Config (2 * n)) (Config (2 * n)) ℂ :=
  (-1 : ℂ) ^ n • tensor fun _ => pauli a
```

The average of these three rotations and the identity is $P$.

```lean
/-- The average of the identity and the three operators `halfTurn`. -/
def spinProj (n : ℕ) : Matrix (Config (2 * n)) (Config (2 * n)) ℂ :=
  (1 / 4 : ℂ) • (1 + ∑ a, halfTurn n a)
```

Two auxiliary definitions are the sign $z(b)=(-1)^b$ of $\sigma_z$ on one spin, and the product state $\varphi^{\otimes N}$.

```lean
/-- The sign of `σ_z` on an up or down spin. -/
def zSign (b : Fin 2) : ℂ := (-1) ^ (b : ℕ)

/-- The state in which every spin is in the same one-spin state `φ`. -/
def productState (N : ℕ) (φ : Fin 2 → ℂ) : Config N → ℂ := fun s => ∏ i, φ (s i)
```

## Products of half turns

Products of tensor operators factor by site, because a sum over all configurations of a product is a product of one-site sums:

$$\sum_u\prod_i F_i(s_i,u_i)G_i(u_i,t_i)=\prod_i\sum_k F_i(s_i,k)G_i(k,t_i).$$

```lean
/-- Tensor products of operators multiply site by site. -/
theorem tensor_mul {N : ℕ} (F G : Fin N → Matrix (Fin 2) (Fin 2) ℂ) :
    tensor F * tensor G = tensor fun i => F i * G i := by
  ext s t
  simp only [tensor, mul_apply, of_apply]
  rw [Finset.prod_univ_sum, Fintype.piFinset_univ]
  simp only [Finset.prod_mul_distrib]
```

If every factor is diagonal, so is the tensor product: when $s\ne t$, some site contributes a zero.

```lean
lemma tensor_diagonal {N : ℕ} (d : Fin N → Fin 2 → ℂ) :
    tensor (fun i => diagonal (d i)) = diagonal fun s => ∏ i, d i (s i) := by
  ext s t
  by_cases h : s = t
  · subst h
    simp [tensor]
  · obtain ⟨i, hi⟩ := Function.ne_iff.mp h
    rw [diagonal_apply_ne _ h]
    show ∏ j, diagonal (d j) (s j) (t j) = 0
    exact Finset.prod_eq_zero (Finset.mem_univ i) (diagonal_apply_ne _ hi)
```

In particular, the tensor product of identities is the identity.

```lean
lemma tensor_one {N : ℕ} : tensor (fun _ : Fin N => 1) = 1 := by
  simpa using tensor_diagonal (N := N) (fun _ _ => 1)
```

Since $\sigma_a^2=1$, we get $h_a^2=(-1)^{2n}\,1=1$.

```lean
lemma halfTurn_sq (n : ℕ) (a : Fin 3) : halfTurn n a * halfTurn n a = 1 := by
  have h : pauli a * pauli a = 1 := by
    ext i j
    fin_cases a <;> fin_cases i <;> fin_cases j <;>
      simp [pauli, mul_apply, Fin.sum_univ_two]
  unfold halfTurn
  rw [smul_mul_smul_comm, tensor_mul, ← mul_pow]
  simp [h, tensor_one]
```

If $\sigma_a\sigma_b=w\sigma_c$ with $w^2=-1$, then

$$h_ah_b=(-1)^{2n}w^{2n}\sigma_c^{\otimes2n}=(-1)^n\sigma_c^{\otimes2n}=h_c.$$

```lean
/-- If `σ_a σ_b = w σ_c` with `w² = -1`, the signed tensor powers on `2n` spins
multiply without any phase. -/
theorem halfTurn_mul (n : ℕ) {a b c : Fin 3} {w : ℂ} (hw : w ^ 2 = -1)
    (h : pauli a * pauli b = w • pauli c) :
    halfTurn n a * halfTurn n b = halfTurn n c := by
  have hs : tensor (fun _ : Fin (2 * n) => w • pauli c)
      = w ^ (2 * n) • tensor fun _ => pauli c := by
    ext s t
    simp [tensor, Finset.prod_mul_distrib]
  unfold halfTurn
  rw [smul_mul_smul_comm, tensor_mul, ← mul_pow]
  simp only [h]
  rw [hs, pow_mul, hw, smul_smul, show ((-1 : ℂ) * -1) = 1 by norm_num, one_pow, one_mul]
```

With $w=\pm i$ this gives $h_xh_y=h_yh_x=h_z$, and the other products follow from $h_a^2=1$. Multiplication by any element permutes the four terms, so $(1+\sum_a h_a)^2=4(1+\sum_a h_a)$ and $P^2=\tfrac4{16}(1+\sum_a h_a)=P$. The final `module` collects these coefficients.

```lean
lemma spinProj_idem (n : ℕ) : spinProj n * spinProj n = spinProj n := by
  have hxy : halfTurn n 0 * halfTurn n 1 = halfTurn n 2 :=
    halfTurn_mul n Complex.I_sq (by
      ext i j
      fin_cases i <;> fin_cases j <;> simp [pauli, mul_apply, Fin.sum_univ_two])
  have hyx : halfTurn n 1 * halfTurn n 0 = halfTurn n 2 :=
    halfTurn_mul n (w := -Complex.I) (by rw [neg_sq, Complex.I_sq]) (by
      ext i j
      fin_cases i <;> fin_cases j <;> simp [pauli, mul_apply, Fin.sum_univ_two])
  -- the remaining products of two different half turns
  have hxz : halfTurn n 0 * halfTurn n 2 = halfTurn n 1 := by
    rw [← hxy, ← mul_assoc, halfTurn_sq, one_mul]
  have hzx : halfTurn n 2 * halfTurn n 0 = halfTurn n 1 := by
    rw [← hyx, mul_assoc, halfTurn_sq, mul_one]
  have hyz : halfTurn n 1 * halfTurn n 2 = halfTurn n 0 := by
    rw [← hyx, ← mul_assoc, halfTurn_sq, one_mul]
  have hzy : halfTurn n 2 * halfTurn n 1 = halfTurn n 0 := by
    rw [← hxy, mul_assoc, halfTurn_sq, mul_one]
  simp only [spinProj, Fin.sum_univ_three, smul_mul_assoc, mul_smul_comm, mul_add, add_mul,
    one_mul, mul_one, halfTurn_sq, hxy, hyx, hxz, hzx, hyz, hzy]
  module
```

The Pauli matrices are Hermitian and the prefactors real, so $P^\dagger=P$. Together with $P^2=P$, this makes the projector orthogonal.

```lean
lemma spinProj_hermitian (n : ℕ) : (spinProj n).IsHermitian := by
  have hh : ∀ a, (halfTurn n a)ᴴ = halfTurn n a := by
    intro a
    have hp : ∀ i j, star (pauli a j i) = pauli a i j := by
      intro i j
      fin_cases a <;> fin_cases i <;> fin_cases j <;> simp [pauli]
    ext s t
    simp only [conjTranspose_apply, halfTurn, tensor, Matrix.smul_apply, of_apply, smul_eq_mul,
      star_mul', star_pow, star_neg, star_one, star_prod, hp]
  have h4 : star (1 / 4 : ℂ) = 1 / 4 := by simp
  unfold IsHermitian
  simp only [spinProj, Fin.sum_univ_three, conjTranspose_smul, conjTranspose_add,
    conjTranspose_one, hh, h4]
```

## The rank from the trace

For $n\ge1$, $\operatorname{tr}h_a=(-1)^n(\operatorname{tr}\sigma_a)^{2n}=0$. The identity has trace $2^{2n}=4^n$, so $\operatorname{tr}P=4^{n-1}$. An idempotent acts as the identity on its range, and its trace is the dimension of that range; `hproj.trace` supplies this step.

```lean
lemma spinProj_rank (n : ℕ) (hn : 1 ≤ n) : (spinProj n).rank = 4 ^ (n - 1) := by
  obtain ⟨m, rfl⟩ : ∃ m, n = m + 1 := ⟨n - 1, by omega⟩
  have h0 : ∀ a, (halfTurn (m + 1) a).trace = 0 := by
    intro a
    have hp : ∑ k, pauli a k k = 0 := by
      fin_cases a <;> simp [pauli, Fin.sum_univ_two]
    have ht : (tensor fun _ : Fin (2 * (m + 1)) => pauli a).trace
        = ∏ _i : Fin (2 * (m + 1)), ∑ k, pauli a k k := by
      simp only [trace, diag_apply, tensor, of_apply]
      rw [Finset.prod_univ_sum, Fintype.piFinset_univ]
    rw [halfTurn, trace_smul, ht, hp]
    simp
  have hcard : Fintype.card (Config (2 * (m + 1))) = 4 ^ (m + 1) := by
    simp only [Fintype.card_fun, Fintype.card_fin, pow_mul]
    norm_num
  have htr : (spinProj (m + 1)).trace = 4 ^ m := by
    simp only [spinProj, Fin.sum_univ_three, trace_smul, trace_add, h0, trace_one, hcard,
      smul_eq_mul]
    push_cast
    ring
  -- the rank of an idempotent is its trace
  have hproj : LinearMap.IsProj (LinearMap.range (spinProj (m + 1)).mulVecLin)
      (spinProj (m + 1)).mulVecLin := by
    refine ⟨fun x => LinearMap.mem_range_self _ x, ?_⟩
    rintro _ ⟨y, rfl⟩
    simp only [mulVecLin_apply, mulVec_mulVec, spinProj_idem]
  have hlin : LinearMap.trace ℂ _ (spinProj (m + 1)).mulVecLin = (spinProj (m + 1)).trace := by
    rw [LinearMap.trace_eq_matrix_trace ℂ (Pi.basisFun ℂ _), LinearMap.toMatrix_eq_toMatrix',
      ← Matrix.toLin'_apply', LinearMap.toMatrix'_toLin']
  have hr : ((spinProj (m + 1)).rank : ℂ) = 4 ^ m := by
    rw [← htr, ← hlin]
    exact hproj.trace.symm
  rw [Nat.add_sub_cancel]
  exact_mod_cast hr
```

## Why singlets are fixed

Along $z$ everything is diagonal: $\sigma_z$ has entries $z(b)$, and $S_z$ has entries $\tfrac12\sum_i z(s_i)$.

```lean
lemma pauli_z : pauli 2 = diagonal zSign := by
  ext i j
  fin_cases i <;> fin_cases j <;> simp [pauli, zSign]

lemma totalSpin_z (N : ℕ) :
    totalSpin N 2 = diagonal fun s => 1 / 2 * ∑ i, zSign (s i) := by
  have hi : ∀ i : Fin N, tensor (Function.update (fun _ => 1) i (pauli 2))
      = diagonal fun s => zSign (s i) := by
    intro i
    have h : Function.update (fun _ => 1) i (pauli 2)
        = fun j => diagonal (if j = i then zSign else fun _ => 1) := by
      funext j
      by_cases hj : j = i
      · subst hj
        simp [pauli_z]
      · simp [hj]
    rw [h, tensor_diagonal]
    congr 1
    funext s
    rw [Finset.prod_eq_single i (fun j _ hj => by simp [hj]) (by simp)]
    simp
  simp only [totalSpin, hi]
  ext s t
  by_cases h : s = t
  · subst h
    simp [Matrix.sum_apply]
  · simp [Matrix.sum_apply, h]
```

Suppose $S_zw=0$ and $w(s)\neq0$. Since $z(b)=1-2b$, we have $0=\sum_i z(s_i)=2n-2m$, hence $m=n$. The eigenvalue of $h_z$ on $s$ is then $(-1)^n(-1)^m=1$. Where $w(s)=0$ there is nothing to check.

```lean
lemma halfTurn_z_fixes (n : ℕ) (w : Config (2 * n) → ℂ) (hw : totalSpin (2 * n) 2 *ᵥ w = 0) :
    halfTurn n 2 *ᵥ w = w := by
  funext s
  have hs := congrFun hw s
  rw [totalSpin_z, mulVec_diagonal] at hs
  simp only [halfTurn, pauli_z, tensor_diagonal, smul_mulVec, Pi.smul_apply, mulVec_diagonal,
    smul_eq_mul]
  rcases eq_or_ne (w s) 0 with h0 | h0
  · simp [h0]
  have hsum : ∑ i, zSign (s i) = 0 := by simpa [h0] using hs
  have hz : ∀ b, zSign b = 1 - 2 * ((b : ℕ) : ℂ) := by
    intro b
    fin_cases b <;> norm_num [zSign]
  -- exactly n spins point down
  have hm : ∑ i, (s i : ℕ) = n := by
    simp only [hz, Finset.sum_sub_distrib, ← Finset.mul_sum, Finset.sum_const,
      Finset.card_univ, Fintype.card_fin, nsmul_eq_mul, mul_one] at hsum
    push_cast at hsum
    have h : ((∑ i, (s i : ℕ) : ℕ) : ℂ) = (n : ℂ) := by
      push_cast
      linear_combination (-1 / 2) * hsum
    exact Nat.cast_injective (R := ℂ) h
  have hp : ∏ i, zSign (s i) = (-1) ^ n := by
    simp only [zSign, Finset.prod_pow_eq_pow_sum, hm]
  rw [hp, ← mul_assoc, ← mul_pow]
  norm_num
```

For the other axes, take an invertible one-spin matrix $U$ with $U\sigma_a=\sigma_zU$ and inverse $V$. The matrices used for $x$ and $y$ are $\sqrt2$ times unitaries, a factor that does not affect the argument.

```lean
lemma exists_axis_change (a : Fin 3) : ∃ U V : Matrix (Fin 2) (Fin 2) ℂ,
    V * U = 1 ∧ U * pauli a = pauli 2 * U := by
  match a with
  | 0 =>
    refine ⟨!![1, 1; 1, -1], !![1 / 2, 1 / 2; 1 / 2, -1 / 2], ?_, ?_⟩ <;> ext i j <;>
      fin_cases i <;> fin_cases j <;> simp [pauli, mul_apply, Fin.sum_univ_two] <;> norm_num
  | 1 =>
    refine ⟨!![1, -Complex.I; 1, Complex.I],
      !![1 / 2, 1 / 2; Complex.I / 2, -Complex.I / 2], ?_, ?_⟩ <;> ext i j <;>
      fin_cases i <;> fin_cases j <;> simp [pauli, mul_apply, Fin.sum_univ_two] <;>
      first
        | (norm_num; done)
        | (ring_nf; done)
        | (ring_nf; norm_num [Complex.I_sq])
  | 2 => exact ⟨1, 1, by simp, by simp⟩
```

Let $T=U^{\otimes2n}$. Then $TS_a=S_zT$ and $Th_a=h_zT$. If $S_av=0$, then $S_zTv=0$, so $Th_av=h_zTv=Tv$. Applying $V^{\otimes2n}$ gives $h_av=v$.

```lean
/-- A state of `2n` spins with zero total spin component along an axis is fixed by
`(-1)^n σ_a ⊗ ... ⊗ σ_a` for that axis. -/
theorem halfTurn_fixes (n : ℕ) (a : Fin 3) (v : Config (2 * n) → ℂ)
    (hv : totalSpin (2 * n) a *ᵥ v = 0) : halfTurn n a *ᵥ v = v := by
  obtain ⟨U, V, hVU, hU⟩ := exists_axis_change a
  -- the same change of basis on every site turns axis a into axis z
  have hS : tensor (fun _ => U) * totalSpin (2 * n) a
      = totalSpin (2 * n) 2 * tensor (fun _ => U) := by
    simp only [totalSpin, mul_smul_comm, smul_mul_assoc, Finset.mul_sum, Finset.sum_mul,
      tensor_mul]
    congr 1
    refine Finset.sum_congr rfl fun i _ => ?_
    congr 1
    funext j
    by_cases hj : j = i
    · subst hj
      simp only [Function.update_self, hU]
    · simp [hj]
  have hz := halfTurn_z_fixes n (tensor (fun _ => U) *ᵥ v) (by
    rw [mulVec_mulVec, ← hS, ← mulVec_mulVec, hv, mulVec_zero])
  have hc : tensor (fun _ => U) * halfTurn n a = halfTurn n 2 * tensor (fun _ => U) := by
    simp only [halfTurn, mul_smul_comm, smul_mul_assoc, tensor_mul, hU]
  have key : ∀ x : Config (2 * n) → ℂ,
      tensor (fun _ => V) *ᵥ (tensor (fun _ => U) *ᵥ x) = x := by
    intro x
    rw [mulVec_mulVec, tensor_mul]
    simp only [hVU, tensor_one, one_mulVec]
  have h3 : tensor (fun _ => U) *ᵥ (halfTurn n a *ᵥ v) = tensor (fun _ => U) *ᵥ v := by
    rw [mulVec_mulVec, hc, ← mulVec_mulVec, hz]
  rw [← key (halfTurn n a *ᵥ v), h3, key]
```

A vector fixed by all three half turns satisfies $Pv=\tfrac14(v+3v)=v$.

```lean
lemma spinProj_fixes (n : ℕ) (v : Config (2 * n) → ℂ) (h : ∀ a, halfTurn n a *ᵥ v = v) :
    spinProj n *ᵥ v = v := by
  simp only [spinProj, Fin.sum_univ_three, smul_mulVec, add_mulVec, one_mulVec, h]
  module
```

A singlet meets the condition $S_av=0$ for every axis.

```lean
lemma mem_singletSpace {N : ℕ} {v : Config N → ℂ} :
    v ∈ singletSpace N ↔ ∀ a, totalSpin N a *ᵥ v = 0 := by
  simp only [singletSpace, Submodule.mem_iInf, LinearMap.mem_ker, mulVecLin_apply]
```

Together these steps give the four properties of $P$ for every $n\ge1$.

```lean
/-- For `2n` spins one half, `n ≥ 1`, the average `spinProj n` is an orthogonal projector
of rank `4^(n-1)` that fixes every singlet. -/
theorem spinProj_main (n : ℕ) (hn : 1 ≤ n) :
    (spinProj n).IsHermitian ∧ spinProj n * spinProj n = spinProj n ∧
      (spinProj n).rank = 4 ^ (n - 1) ∧
      ∀ v ∈ singletSpace (2 * n), spinProj n *ᵥ v = v :=
  ⟨spinProj_hermitian n, spinProj_idem n, spinProj_rank n hn, fun v hv =>
    spinProj_fixes n v fun a => halfTurn_fixes n a v (mem_singletSpace.mp hv a)⟩
```

## States that pass the filter without being singlets

Let $n$ be even and take $\chi=|{\uparrow\cdots\uparrow}\rangle+|{\downarrow\cdots\downarrow}\rangle$, which is $\sqrt2$ times a normalised state when $n\ge1$. If $\sigma_b\varphi=c\psi$ with $c^{2n}=1$, then $h_b\varphi^{\otimes2n}=\psi^{\otimes2n}$; this is `act`. The factors $c$ are $1,1$ for $x$, $\pm i$ for $y$ and $1,-1$ for $z$, and $(\pm i)^{2n}=(-1)^n=1$. So $h_x$ and $h_y$ swap the two terms, $h_z$ keeps each, and $\chi$ is fixed.

```lean
/-- For even `n`, the superposition of all spins up and all spins down is fixed by
each operator `halfTurn n a`. -/
theorem halfTurn_fixes_upDown (n : ℕ) (hn : Even n) (a : Fin 3) :
    halfTurn n a *ᵥ (productState (2 * n) ![1, 0] + productState (2 * n) ![0, 1])
      = productState (2 * n) ![1, 0] + productState (2 * n) ![0, 1] := by
  have act : ∀ (b : Fin 3) (c : ℂ) (φ ψ : Fin 2 → ℂ), c ^ (2 * n) = 1 →
      pauli b *ᵥ φ = c • ψ →
      halfTurn n b *ᵥ productState (2 * n) φ = productState (2 * n) ψ := by
    intro b c φ ψ hc h
    have hT : tensor (fun _ => pauli b) *ᵥ productState (2 * n) φ
        = productState (2 * n) (pauli b *ᵥ φ) := by
      funext s
      simp only [mulVec, dotProduct, productState, tensor, of_apply]
      rw [Finset.prod_univ_sum, Fintype.piFinset_univ]
      simp only [Finset.prod_mul_distrib]
    rw [halfTurn, hn.neg_one_pow, one_smul, hT, h]
    funext s
    simp [productState, Finset.prod_mul_distrib, hc]
  have hI : Complex.I ^ (2 * n) = 1 := by rw [pow_mul, Complex.I_sq, hn.neg_one_pow]
  have hI' : (-Complex.I) ^ (2 * n) = 1 := by
    rw [pow_mul, neg_sq, Complex.I_sq, hn.neg_one_pow]
  rw [mulVec_add]
  match a with
  | 0 =>
    rw [act 0 1 ![1, 0] ![0, 1] (by simp) (by
        ext i; fin_cases i <;> simp [pauli, mulVec, dotProduct, Fin.sum_univ_two]),
      act 0 1 ![0, 1] ![1, 0] (by simp) (by
        ext i; fin_cases i <;> simp [pauli, mulVec, dotProduct, Fin.sum_univ_two]), add_comm]
  | 1 =>
    rw [act 1 Complex.I ![1, 0] ![0, 1] hI (by
        ext i; fin_cases i <;> simp [pauli, mulVec, dotProduct, Fin.sum_univ_two]),
      act 1 (-Complex.I) ![0, 1] ![1, 0] hI' (by
        ext i; fin_cases i <;> simp [pauli, mulVec, dotProduct, Fin.sum_univ_two]), add_comm]
  | 2 =>
    rw [act 2 1 ![1, 0] ![1, 0] (by simp) (by
        ext i; fin_cases i <;> simp [pauli, mulVec, dotProduct, Fin.sum_univ_two]),
      act 2 (-1) ![0, 1] ![0, 1] (by simp [pow_mul]) (by
        ext i; fin_cases i <;> simp [pauli, mulVec, dotProduct, Fin.sum_univ_two])]
```

For $n>0$, however, $S_z\chi$ has amplitude $n$ on the all-up configuration ($n/\sqrt2$ after normalisation), so $\chi$ is not a singlet. Every singlet $v=Pv$ lies in the range of $P$, and the inclusion is therefore strict. The theorem covers even $n$ only, but odd $n\ge3$ is no better, by a count of dimensions. There are $\binom{2n}{n}-\binom{2n}{n+1}$ independent singlets. This number is 1 for $n=1$ and grows by the factor $(4n+2)/(n+2)<4$ from $n$ to $n+1$, while the rank $4^{n-1}$ grows by the factor 4. Six spins, for example, have 5 independent singlets and a range of dimension 16.

```lean
/-- For every even `n > 0`, the range of the projector on `2n` spins is strictly larger
than the singlet space. -/
theorem singletSpace_lt_range (n : ℕ) (hn : Even n) (hpos : 0 < n) :
    singletSpace (2 * n) < LinearMap.range (spinProj n).mulVecLin := by
  refine SetLike.lt_iff_le_and_exists.mpr
    ⟨fun v hv => LinearMap.mem_range.mpr ⟨v, (spinProj_main n hpos).2.2.2 v hv⟩,
      productState (2 * n) ![1, 0] + productState (2 * n) ![0, 1],
      LinearMap.mem_range.mpr ⟨_, spinProj_fixes n _ (halfTurn_fixes_upDown n hn)⟩, ?_⟩
  intro h
  -- S_z applied to the superposition has amplitude n, not zero, on the all-up configuration
  have h2 := congrFun (mem_singletSpace.mp h 2) (fun _ => 0)
  rw [totalSpin_z, mulVec_diagonal] at h2
  simp [zSign, productState, hpos.ne'] at h2
```

For four spins, $n=2$, start from $|{\uparrow\uparrow\uparrow\uparrow}\rangle$. Both $h_x$ and $h_y$ send it to $|{\downarrow\downarrow\downarrow\downarrow}\rangle$, and $h_z$ leaves it alone, so

$$P|{\uparrow\uparrow\uparrow\uparrow}\rangle=\tfrac12\big(|{\uparrow\uparrow\uparrow\uparrow}\rangle+|{\downarrow\downarrow\downarrow\downarrow}\rangle\big).$$

Applying $S_z$ gives $|{\uparrow\uparrow\uparrow\uparrow}\rangle-|{\downarrow\downarrow\downarrow\downarrow}\rangle\neq0$. The range has dimension 4, whereas four spins have only two independent singlets.

```lean
/-- For four spins one half the range of the projector is strictly larger than the
singlet space. -/
theorem four_spins : singletSpace (2 * 2) < LinearMap.range (spinProj 2).mulVecLin :=
  singletSpace_lt_range 2 even_two two_pos

end

end FiniteGroupSpinProjection
```

```lean
#print axioms FiniteGroupSpinProjection.four_spins
-- 'FiniteGroupSpinProjection.four_spins' depends on axioms: [propext, Classical.choice, Quot.sound]
```
